# Mean-field stability of a uniform density on a ring: \(1+\beta dV(k)>0\) for every \(k\neq0\)

Let \(\rho(x)\) be a density on a periodic ring of \(N\) sites, \(v\) a real pair potential with \(v(-x)=v(x)\), and \(\beta>0\) the inverse temperature. The mean-field free energy and the Fourier sums of \(v\) are

\[
F[\rho]=\frac1\beta\sum_x\rho(x)\ln\rho(x)+\frac12\sum_{x,y}v(x-y)\rho(x)\rho(y),\qquad V(k)=\sum_x v(x)e^{-2\pi ikx/N}.
\]

To see whether a uniform density \(d>0\) is stable at fixed particle number, I test one density wave at a time and get \(1+\beta dV(k)>0\) for \(k\neq0\). But a general perturbation superposes many waves. Could a combination lower the free energy although each wave alone raises it?

## Density waves decouple at second order

No: to second order the waves contribute separately. Perturb the density to \(d+t\eta(x)\) with \(\sum_x\eta(x)=0\). For small \(t\) it stays positive, and

\[
\frac{dF}{dt}=\frac1\beta\sum_x\bigl[\eta(x)\ln(d+t\eta(x))+\eta(x)\bigr]+\frac12\sum_{x,y}v(x-y)\bigl[\eta(x)(d+t\eta(y))+(d+t\eta(x))\eta(y)\bigr].
\]

Differentiating again at \(t=0\) gives the second variation

\[
\delta^2F=\frac1{\beta d}\sum_x\eta(x)^2+\sum_{x,y}v(x-y)\eta(x)\eta(y).
\]

Write \(\hat\eta(k)=\sum_x\eta(x)e^{-2\pi ikx/N}\), and likewise for other functions. Three facts are needed:

- \(V(k)\) is real, because \(x\to-x\) turns its conjugate into itself.
- Since \(\sum_k e^{2\pi ik(x-y)/N}\) is \(N\) for \(x=y\) and zero otherwise, \(\sum_k\overline{\hat a(k)}\,\hat b(k)=N\sum_x a(x)b(x)\) for real \(a,b\).
- Substituting \(z=x-y\), the function \(\sum_y v(x-y)\eta(y)\) has Fourier sum \(V(k)\hat\eta(k)\).

Taking \(a=\eta\), with \(b=\eta\) in the first term and \(b(x)=\sum_yv(x-y)\eta(y)\) in the second, gives

\[
\delta^2F=\frac1{N\beta d}\sum_k\bigl(1+\beta dV(k)\bigr)|\hat\eta(k)|^2 .
\]

There are no cross terms. Particle conservation gives \(\hat\eta(0)=0\), and a nonzero \(\eta\) has some \(\hat\eta(k)\neq0\). Positive weights at all \(k\neq0\) therefore suffice.

Conversely, for \(k\neq0\) take \(c(x)=\cos(2\pi kx/N)\), which sums to zero and has \(c(0)=1\). With \(z=x-y\),

\[
\sum_y v(x-y)e^{2\pi iky/N}=V(k)e^{2\pi ikx/N}.
\]

The real part gives \(\sum_yv(x-y)c(y)=V(k)c(x)\), hence

\[
\delta^2F=\frac{1+\beta dV(k)}{\beta d}\sum_x c(x)^2,
\]

so stability forces the weight to be positive.

At fixed \(\beta\), stability at every density is equivalent to \(V(k)\ge0\) for all \(k\neq0\). If some \(V(k)<0\), the weight vanishes at \(d=-1/(\beta V(k))\); if none is negative, every weight is at least 1.

For a mean-field density functional on a finite ring, the criterion locates the densities at which a uniform starting state loses its positive curvature.

## What the Lean statements say

Sites and wavenumbers are elements of `ZMod N`, with \(N\ge1\); for \(N=1\) both sides of the criterion hold vacuously. `wave k x` is \(e^{2\pi ikx/N}\), and `fourierSum` carries no prefactor. `secondVariation` is the actual second derivative of `freeEnergy` at \(t=0\). `IsStable` demands that it be strictly positive for every nonzero zero-sum `η`, so a marginal wave counts as unstable.

`isStable_iff` is the criterion, under the hypotheses `0 < β`, `0 < d` and evenness of `v`. It uses `(fourierSum v k).re`, which is the whole of \(V(k)\) by `fourierSum_im`. `isStable_all_densities_iff` is the statement for all densities.

The model is a one-dimensional lattice with finite pair energies, and its double sum includes the on-site term \(x=y\). Correlations beyond mean field are absent, and positive curvature does not make the uniform state the global minimum.

```lean
import Mathlib

open scoped Filter Topology ComplexConjugate

namespace UniformFluidStability

noncomputable section

variable {N : ℕ} [NeZero N]

/-- Mean-field free energy of a density `ρ` on a ring of `N` sites: ideal-gas entropy term at
inverse temperature `β ≠ 0` plus the pair interaction `v`. -/
def freeEnergy (β : ℝ) (v ρ : ZMod N → ℝ) : ℝ :=
  (∑ x, ρ x * Real.log (ρ x)) / β + (1 / 2) * ∑ x, ∑ y, v (x - y) * ρ x * ρ y

/-- Second variation of the free energy at uniform density `d` along `η`: the second derivative
at `t = 0` of the free energy of `d + t η`, for `β ≠ 0` and `d > 0`. -/
def secondVariation (β d : ℝ) (v η : ZMod N → ℝ) : ℝ :=
  deriv (deriv fun t : ℝ => freeEnergy β v fun x => d + t * η x) 0

/-- The uniform fluid is stable if every nonzero perturbation that conserves the particle number
has positive second variation (for `β ≠ 0` and `d > 0`). -/
def IsStable (β d : ℝ) (v : ZMod N → ℝ) : Prop :=
  ∀ η : ZMod N → ℝ, ∑ x, η x = 0 → η ≠ 0 → 0 < secondVariation β d v η

/-- The plane wave `exp(2πi k x / N)` on the ring. -/
def wave (k x : ZMod N) : ℂ := ZMod.stdAddChar (N := N) (k * x)

/-- The Fourier sum `∑ f(x) exp(-2πi k x / N)` of a real function on the ring. -/
def fourierSum (f : ZMod N → ℝ) (k : ZMod N) : ℂ := ∑ x, (f x : ℂ) * wave k (-x)

lemma wave_add (k x y : ZMod N) : wave k (x + y) = wave k x * wave k y := by
  unfold wave
  rw [mul_add, AddChar.map_add_eq_mul]

lemma wave_neg (k x : ZMod N) : wave k (-x) = conj (wave k x) := by
  unfold wave
  rw [mul_neg, AddChar.map_neg_eq_conj]

lemma sum_wave (b : ZMod N) : ∑ k, wave k b = if b = 0 then (N : ℂ) else 0 := by
  unfold wave
  rw [AddChar.sum_mulShift b (ZMod.isPrimitive_stdAddChar N)]
  by_cases h : b = 0 <;> simp [h, ZMod.card]

/-- For `d > 0` the second variation is the local ideal-gas term plus the pair interaction
of the perturbation with itself. -/
theorem secondVariation_eq {d : ℝ} (hd : 0 < d) (β : ℝ) (v η : ZMod N → ℝ) :
    secondVariation β d v η =
      (∑ x, η x ^ 2) / (β * d) + ∑ x, ∑ y, v (x - y) * η x * η y := by
  have lin : ∀ (t : ℝ) (x : ZMod N), HasDerivAt (fun s : ℝ => d + s * η x) (η x) t :=
    fun t x => (((hasDerivAt_id' t).mul_const (η x)).const_add d).congr_deriv (one_mul _)
  -- the density stays away from zero for small amplitudes
  have h1 : ∀ᶠ t in 𝓝 (0 : ℝ), ∀ x, d + t * η x ≠ 0 := by
    rw [Filter.eventually_all]
    intro x
    exact (lin 0 x).continuousAt.eventually_ne (by simpa using hd.ne')
  -- first derivative
  have h2 : deriv (fun t : ℝ => freeEnergy β v fun x => d + t * η x) =ᶠ[𝓝 0] fun t =>
      (∑ x, (η x * Real.log (d + t * η x) + η x)) / β + (1 / 2) * ∑ x, ∑ y,
        (v (x - y) * η x * (d + t * η y) + v (x - y) * (d + t * η x) * η y) := by
    filter_upwards [h1] with t ht
    apply HasDerivAt.deriv
    unfold freeEnergy
    refine HasDerivAt.fun_add (HasDerivAt.div_const (HasDerivAt.fun_sum fun x _ => ?_) β)
      (HasDerivAt.const_mul _ (HasDerivAt.fun_sum fun x _ => HasDerivAt.fun_sum fun y _ => ?_))
    · have hx := ht x
      have e : (d + t * η x) * (η x / (d + t * η x)) = η x := by field_simp
      exact ((lin t x).fun_mul ((lin t x).log hx)).congr_deriv (by simp only [e])
    · exact ((lin t x).const_mul (v (x - y))).fun_mul (lin t y)
  -- second derivative
  have h3 : HasDerivAt (fun t : ℝ =>
      (∑ x, (η x * Real.log (d + t * η x) + η x)) / β + (1 / 2) * ∑ x, ∑ y,
        (v (x - y) * η x * (d + t * η y) + v (x - y) * (d + t * η x) * η y))
      ((∑ x, η x * (η x / d)) / β + (1 / 2) * ∑ x, ∑ y,
        (v (x - y) * η x * η y + v (x - y) * η x * η y)) 0 := by
    refine HasDerivAt.fun_add (HasDerivAt.div_const (HasDerivAt.fun_sum fun x _ => ?_) β)
      (HasDerivAt.const_mul _ (HasDerivAt.fun_sum fun x _ => HasDerivAt.fun_sum fun y _ => ?_))
    · exact ((((lin 0 x).log (h1.self_of_nhds x)).const_mul (η x)).add_const (η x)).congr_deriv
        (by simp only [zero_mul, add_zero])
    · exact ((lin 0 y).const_mul (v (x - y) * η x)).fun_add
        (((lin 0 x).const_mul (v (x - y))).mul_const (η y))
  have e1 : ∑ x, η x * (η x / d) = (∑ x, η x ^ 2) / d := by
    rw [Finset.sum_div]
    exact Finset.sum_congr rfl fun x _ => by ring
  have e2 : ∑ x, ∑ y, (v (x - y) * η x * η y + v (x - y) * η x * η y)
      = 2 * ∑ x, ∑ y, v (x - y) * η x * η y := by
    simp only [two_mul, Finset.sum_add_distrib]
  rw [secondVariation, h2.deriv_eq, h3.deriv, e1, e2]
  ring

/-- The Fourier sums of an even real potential are real. -/
theorem fourierSum_im {v : ZMod N → ℝ} (hv : ∀ x, v (-x) = v x) (k : ZMod N) :
    (fourierSum v k).im = 0 := by
  apply Complex.conj_eq_iff_im.mp
  unfold fourierSum
  rw [map_sum]
  refine Fintype.sum_equiv (Equiv.neg (ZMod N)) _ _ fun x => ?_
  change conj ((v x : ℂ) * wave k (-x)) = ((v (-x) : ℝ) : ℂ) * wave k (-(-x))
  rw [hv, neg_neg, map_mul, Complex.conj_ofReal, wave_neg, Complex.conj_conj]

/-- Convolution theorem: the Fourier sum of the potential created by `η` is the product of the
Fourier sums of `v` and `η`. -/
theorem fourierSum_conv (v η : ZMod N → ℝ) (k : ZMod N) :
    fourierSum (fun x => ∑ y, v (x - y) * η y) k = fourierSum v k * fourierSum η k := by
  calc fourierSum (fun x => ∑ y, v (x - y) * η y) k
      = ∑ x, ∑ y, (v (x - y) : ℂ) * (η y : ℂ) * wave k (-x) := by
        simp only [fourierSum, Complex.ofReal_sum, Complex.ofReal_mul, Finset.sum_mul]
    _ = ∑ y, ∑ x, (v (x - y) : ℂ) * (η y : ℂ) * wave k (-x) := Finset.sum_comm
    _ = ∑ y, fourierSum v k * ((η y : ℂ) * wave k (-y)) := by
        refine Finset.sum_congr rfl fun y _ => ?_
        rw [fourierSum, Finset.sum_mul]
        refine Fintype.sum_equiv (Equiv.subRight y) _ _ fun x => ?_
        change _ = ((v (x - y) : ℝ) : ℂ) * wave k (-(x - y)) * ((η y : ℂ) * wave k (-y))
        have h : wave k (-x) = wave k (-(x - y)) * wave k (-y) := by
          rw [← wave_add]
          congr 1
          ring
        rw [h]
        ring
    _ = fourierSum v k * fourierSum η k := by
        rw [← Finset.mul_sum]
        rfl

/-- Parseval's identity for two real functions on the ring. -/
theorem parseval (a b : ZMod N → ℝ) :
    ∑ k, conj (fourierSum a k) * fourierSum b k = (N : ℂ) * ∑ x, (a x : ℂ) * (b x : ℂ) := by
  have h : ∀ k, conj (fourierSum a k) * fourierSum b k
      = ∑ x, ∑ y, (a x : ℂ) * (b y : ℂ) * wave k (x - y) := by
    intro k
    unfold fourierSum
    rw [map_sum, Finset.sum_mul_sum]
    refine Finset.sum_congr rfl fun x _ => Finset.sum_congr rfl fun y _ => ?_
    rw [map_mul, Complex.conj_ofReal, wave_neg k x, Complex.conj_conj, sub_eq_add_neg, wave_add]
    ring
  rw [Finset.sum_congr rfl fun k _ => h k, Finset.sum_comm, Finset.mul_sum]
  refine Finset.sum_congr rfl fun x _ => ?_
  -- orthogonality of plane waves leaves only `y = x`
  rw [Finset.sum_comm, Finset.sum_eq_single x]
  · rw [← Finset.mul_sum, sum_wave, sub_self, if_pos rfl]
    ring
  · intro y _ hy
    rw [← Finset.mul_sum, sum_wave, if_neg (sub_ne_zero.mpr hy.symm), mul_zero]
  · intro hx
    exact absurd (Finset.mem_univ x) hx

lemma sum_normSq (η : ZMod N → ℝ) :
    ∑ k, Complex.normSq (fourierSum η k) = N * ∑ x, η x * η x := by
  apply Complex.ofReal_injective
  simp only [Complex.ofReal_sum, Complex.ofReal_mul, Complex.ofReal_natCast]
  rw [← parseval]
  exact Finset.sum_congr rfl fun k _ => Complex.normSq_eq_conj_mul_self

/-- For an even potential and `β, d > 0`, the second variation is a sum over independent density
waves, each weighted by `1 + β d V(k)`. -/
theorem secondVariation_modes {β d : ℝ} (hβ : 0 < β) (hd : 0 < d) {v : ZMod N → ℝ}
    (hv : ∀ x, v (-x) = v x) (η : ZMod N → ℝ) :
    secondVariation β d v η =
      (∑ k, (1 + β * d * (fourierSum v k).re) * Complex.normSq (fourierSum η k))
        / (N * (β * d)) := by
  have hre : ∀ k, (((fourierSum v k).re : ℝ) : ℂ) = fourierSum v k := fun k => by
    apply Complex.ext <;> simp [fourierSum_im hv]
  have h2 : ∑ k, (fourierSum v k).re * Complex.normSq (fourierSum η k)
      = N * ∑ x, η x * ∑ y, v (x - y) * η y := by
    apply Complex.ofReal_injective
    have hp := parseval η (fun x => ∑ y, v (x - y) * η y)
    simp only [Complex.ofReal_sum, Complex.ofReal_mul, Complex.ofReal_natCast] at hp ⊢
    rw [← hp]
    refine Finset.sum_congr rfl fun k _ => ?_
    rw [fourierSum_conv, Complex.normSq_eq_conj_mul_self, hre]
    ring
  have h3 : ∑ k, (1 + β * d * (fourierSum v k).re) * Complex.normSq (fourierSum η k)
      = N * ∑ x, η x * η x + β * d * (N * ∑ x, η x * ∑ y, v (x - y) * η y) := by
    rw [← sum_normSq, ← h2, Finset.mul_sum, ← Finset.sum_add_distrib]
    exact Finset.sum_congr rfl fun k _ => by ring
  have e1 : ∑ x, η x ^ 2 = ∑ x, η x * η x := Finset.sum_congr rfl fun x _ => by ring
  have e2 : ∑ x, ∑ y, v (x - y) * η x * η y = ∑ x, η x * ∑ y, v (x - y) * η y := by
    refine Finset.sum_congr rfl fun x _ => ?_
    rw [Finset.mul_sum]
    exact Finset.sum_congr rfl fun y _ => by ring
  have hc : β * d ≠ 0 := (mul_pos hβ hd).ne'
  have hN : (N : ℝ) ≠ 0 := Nat.cast_ne_zero.mpr (NeZero.ne N)
  rw [secondVariation_eq hd, h3, e1, e2, eq_div_iff (mul_ne_zero hN hc)]
  linear_combination (N : ℝ) * div_mul_cancel₀ (∑ x, η x * η x) hc

/-- For an even potential and `β, d > 0`, the standing wave `cos(2π k x / N)` has second variation
`(1 + β d V(k)) / (β d)` times its squared norm. -/
theorem secondVariation_standingWave {β d : ℝ} (hβ : 0 < β) (hd : 0 < d) {v : ZMod N → ℝ}
    (hv : ∀ x, v (-x) = v x) (k : ZMod N) :
    secondVariation β d v (fun x => (wave k x).re) =
      (1 + β * d * (fourierSum v k).re) / (β * d) * ∑ x, (wave k x).re ^ 2 := by
  -- the wave is an eigenvector of the interaction
  have key : ∀ x, ∑ y, v (x - y) * (wave k y).re = (fourierSum v k).re * (wave k x).re := by
    intro x
    have h : ∑ y, (v (x - y) : ℂ) * wave k y = fourierSum v k * wave k x := by
      rw [fourierSum, Finset.sum_mul]
      refine Fintype.sum_equiv (Equiv.subLeft x) _ _ fun y => ?_
      change _ = ((v (x - y) : ℝ) : ℂ) * wave k (-(x - y)) * wave k x
      rw [mul_assoc, ← wave_add]
      congr 2
      ring
    have h' := congrArg Complex.re h
    simpa only [Complex.re_sum, Complex.mul_re, Complex.ofReal_re, Complex.ofReal_im,
      fourierSum_im hv, zero_mul, sub_zero] using h'
  have e : ∑ x, ∑ y, v (x - y) * (wave k x).re * (wave k y).re
      = (fourierSum v k).re * ∑ x, (wave k x).re ^ 2 := by
    rw [Finset.mul_sum]
    refine Finset.sum_congr rfl fun x _ => ?_
    calc ∑ y, v (x - y) * (wave k x).re * (wave k y).re
        = (wave k x).re * ∑ y, v (x - y) * (wave k y).re := by
          rw [Finset.mul_sum]
          exact Finset.sum_congr rfl fun y _ => by ring
      _ = (fourierSum v k).re * (wave k x).re ^ 2 := by
          rw [key]
          ring
  have hc : β * d ≠ 0 := (mul_pos hβ hd).ne'
  rw [secondVariation_eq hd, e, add_div, mul_div_cancel_left₀ _ hc]
  ring

/-- For an even potential and `β, d > 0`, the uniform fluid is stable exactly when
`1 + β d V(k) > 0` for every nonzero wavenumber `k`. -/
theorem isStable_iff {β d : ℝ} (hβ : 0 < β) (hd : 0 < d) {v : ZMod N → ℝ}
    (hv : ∀ x, v (-x) = v x) :
    IsStable β d v ↔ ∀ k : ZMod N, k ≠ 0 → 0 < 1 + β * d * (fourierSum v k).re := by
  have hc : 0 < β * d := mul_pos hβ hd
  constructor
  · -- test stability on a standing wave
    intro h k hk
    have hs : ∑ x, wave k x = 0 := by
      have h0 := sum_wave k
      rw [if_neg hk] at h0
      rw [← h0]
      exact Finset.sum_congr rfl fun x _ => by unfold wave; rw [mul_comm]
    have h1 := h (fun x => (wave k x).re)
      (by rw [← Complex.re_sum, hs, Complex.zero_re])
      (fun h0 => by simpa [wave] using congrFun h0 0)
    rw [secondVariation_standingWave hβ hd hv] at h1
    by_contra hneg
    have h2 := div_nonpos_of_nonpos_of_nonneg (not_lt.mp hneg) hc.le
    have h3 : 0 ≤ ∑ x, (wave k x).re ^ 2 := Finset.sum_nonneg fun x _ => sq_nonneg _
    nlinarith [mul_nonneg (neg_nonneg.mpr h2) h3]
  · intro h η hsum hη
    have hzero : fourierSum η 0 = 0 := by
      have h0 : fourierSum η 0 = ((∑ x, η x : ℝ) : ℂ) := by simp [fourierSum, wave]
      rw [h0, hsum, Complex.ofReal_zero]
    have hN : (0 : ℝ) < N := Nat.cast_pos.mpr (NeZero.pos N)
    -- a nonzero perturbation contains some density wave
    obtain ⟨k, hk⟩ : ∃ k, fourierSum η k ≠ 0 := by
      by_contra hall
      have hall' : ∀ k, fourierSum η k = 0 := fun k => not_not.mp fun hk => hall ⟨k, hk⟩
      have hp := sum_normSq η
      simp only [hall', map_zero, Finset.sum_const_zero] at hp
      have hz : ∑ x, η x * η x = 0 := (mul_eq_zero.mp hp.symm).resolve_left hN.ne'
      apply hη
      funext x
      exact mul_self_eq_zero.mp ((Finset.sum_eq_zero_iff_of_nonneg
        fun y _ => mul_self_nonneg (η y)).mp hz x (Finset.mem_univ x))
    rw [secondVariation_modes hβ hd hv]
    refine div_pos (Finset.sum_pos' (fun q _ => ?_) ⟨k, Finset.mem_univ k, ?_⟩) (mul_pos hN hc)
    · by_cases hq : q = 0
      · rw [hq, hzero, map_zero, mul_zero]
      · exact mul_nonneg (h q hq).le (Complex.normSq_nonneg _)
    · exact mul_pos (h k fun h0 => hk (h0 ▸ hzero)) (Complex.normSq_pos.mpr hk)

/-- At fixed `β > 0` and for an even potential, the uniform fluid is stable at every positive
density exactly when `V(k) ≥ 0` for every nonzero wavenumber `k`. -/
theorem isStable_all_densities_iff {β : ℝ} (hβ : 0 < β) {v : ZMod N → ℝ}
    (hv : ∀ x, v (-x) = v x) :
    (∀ d : ℝ, 0 < d → IsStable β d v) ↔ ∀ k : ZMod N, k ≠ 0 → 0 ≤ (fourierSum v k).re := by
  constructor
  · intro h k hk
    by_contra hneg
    have hp : 0 < β * -(fourierSum v k).re := mul_pos hβ (neg_pos.mpr (not_le.mp hneg))
    -- the density at which this wave becomes marginal
    obtain ⟨d, hd, he⟩ : ∃ d : ℝ, 0 < d ∧ d * (β * -(fourierSum v k).re) = 1 :=
      ⟨_, inv_pos.mpr hp, inv_mul_cancel₀ hp.ne'⟩
    have h1 := (isStable_iff hβ hd hv).mp (h d hd) k hk
    nlinarith [h1, he]
  · intro h d hd
    refine (isStable_iff hβ hd hv).mpr fun k hk => ?_
    have h1 := mul_nonneg (mul_pos hβ hd).le (h k hk)
    linarith

end

end UniformFluidStability
```

```lean
#print axioms UniformFluidStability.isStable_all_densities_iff
```

```
'UniformFluidStability.isStable_all_densities_iff' depends on axioms: [propext, Classical.choice, Quot.sound]
```

## From derivatives to the criterion in Lean

In `secondVariation_eq`, `h1` keeps the density away from zero near \(t=0\), `h2` gives the first derivative on that neighbourhood, and `h3` differentiates it at zero.

`sum_wave` is the orthogonality relation behind `parseval`, where `Finset.sum_eq_single` keeps only \(y=x\). In `fourierSum_conv`, `Fintype.sum_equiv` performs the shift of variable. `secondVariation_modes` combines these into the sum over waves, with `sum_normSq` supplying the ideal-gas part.

The eigenvector relation for the cosine is `key` in `secondVariation_standingWave`. The forward half of `isStable_iff` applies stability to that cosine. The reverse half finds a nonzero Fourier component and uses `Finset.sum_pos'`: all terms are nonnegative and one is positive. The last theorem picks the marginal density and contradicts the strict inequality there.
